# Among finitely many structures, one can be made the strict ground state of a cluster expansion exactly when its correlation vector lies outside the convex hull of the others

In a cluster expansion with finitely many clusters, the energy of a structure is the dot product of its correlation vector with a vector of interactions, into which the cluster multiplicities are absorbed. The theorem takes finitely many structures and says that some choice of real interactions gives structure `k` a strictly lower energy than every other structure if and only if its correlation vector is not in the convex hull of the others' correlation vectors. For the forward direction, the proof puts that hull inside an open half-space that excludes `c k`. For the converse, it separates `c k` from the closed hull by a linear functional and takes the functional's components as the interactions.

This version doesn't compile in Lean 4 with Mathlib:

```lean
import Mathlib

open Set

namespace ReachableIffNotMemConvexHull

variable {ι n : Type*} [Fintype ι] [Fintype n]

/-- The cluster-expansion energy of a correlation vector `x` for interactions `J`, with the
cluster multiplicities absorbed into `J`. -/
def energy (J x : n → ℝ) : ℝ := dotProduct J x

/-- Structure `k` is the strict ground state for interactions `J`: every other structure has a
higher energy. -/
def IsStrictGroundState (c : ι → n → ℝ) (J : n → ℝ) (k : ι) : Prop :=
  ∀ i, i ≠ k → energy J (c k) < energy J (c i)

/-- Structure `k` is reachable if some choice of interactions makes it the strict ground state. -/
def Reachable (c : ι → n → ℝ) (k : ι) : Prop :=
  ∃ J : n → ℝ, IsStrictGroundState c J k

/-- The cluster-expansion energy is linear in the correlations. -/
theorem energy_linear (J : n → ℝ) : IsLinearMap ℝ (energy J) :=
  ⟨fun x y => dotProduct_add J x y, fun a x => dotProduct_smul a J x⟩

/-- Among finitely many structures, structure `k` is the strict ground state for some interactions
if and only if its correlation vector is not in the convex hull of those of the others. -/
theorem reachable_iff_notMem_convexHull (c : ι → n → ℝ) (k : ι) :
    Reachable c k ↔ c k ∉ convexHull ℝ (c '' {i | i ≠ k}) := by
  classical
  constructor
  · -- the other structures, hence their hull, lie in an open half-space that excludes `c k`
    rintro ⟨J, hJ⟩ hmem
    have hsub : convexHull ℝ (c '' {i | i ≠ k}) ⊆ {x | energy J (c k) < energy J x} := by
      refine convexHull_min ?_ (convex_halfSpace_gt (energy_linear J) _)
      rintro _ ⟨i, hi, rfl⟩
      exact hJ i hi
    exact lt_irrefl _ (hsub hmem)
  · -- a hyperplane separates `c k` from the closed hull
    intro hk
    have hclosed : IsClosed (convexHull ℝ (c '' {i | i ≠ k})) :=
      (Set.toFinite (c '' {i | i ≠ k})).isClosed_convexHull
    obtain ⟨f, u, hfk, hfu⟩ :=
      geometric_hahn_banach_point_closed (convex_convexHull ℝ _) hclosed hk
    -- the interactions are the components of the separating functional
    let J : n → ℝ := fun i => f (fun j => if i = j then 1 else 0)
    have hJ : ∀ x, energy J x = f x := by
      intro x
      have h := LinearMap.pi_apply_eq_sum_univ (f : (n → ℝ) →ₗ[ℝ] ℝ) x
      simp only [ContinuousLinearMap.coe_coe, smul_eq_mul] at h
      rw [h]
      exact Finset.sum_congr rfl fun i _ => mul_comm _ _
    refine ⟨J, fun i hi => ?_⟩
    rw [hJ, hJ]
    exact hfk.trans (hfu _ (subset_convexHull ℝ _ ⟨i, hi, rfl⟩))

end ReachableIffNotMemConvexHull
```

Messages:

```
Main.lean:38:22: error: Application type mismatch: The argument
  hsub hmem
has type
  c k ∈ {x | energy J (c k) < energy J x}
but is expected to have type
  ?m.110 < ?m.110
in the application
  lt_irrefl ?m.110 (hsub hmem)
Main.lean:42:6: error(lean.synthInstanceFailed): failed to synthesize instance of type class
  Field 𝕜✝

Hint: Type class instance resolution failures can be inspected with the `set_option trace.Meta.synthInstance true` command.
```

What went wrong. The first error is in the forward direction. `hsub hmem` says that `c k` belongs to the set of `x` with `energy J (c k) < energy J x`, which by definition means `energy J (c k) < energy J (c k)`. But `lt_irrefl _` left Lean to work out the compared quantity by matching `?m.110 < ?m.110` against a statement written as set membership, and the match failed. With `energy J (c k)` given explicitly, the expected inequality is fully known, and Lean only has to check that the membership unfolds to it.

The second error concerns the closedness of the hull. `Set.Finite.isClosed_convexHull` takes the scalar field as an explicit argument, and the attempt left it out. Lean therefore treated the field as an arbitrary type `𝕜✝`, not as `ℝ`, and could find no `Field` instance for it. Supplying `ℝ` fixes the scalars, so the instance is found and the result is about `convexHull ℝ`, as `hclosed` requires.

This version goes through:

```diff
@@ -36,9 +36,9 @@
       rintro _ ⟨i, hi, rfl⟩
       exact hJ i hi
-    exact lt_irrefl _ (hsub hmem)
+    exact lt_irrefl (energy J (c k)) (hsub hmem)
   · -- a hyperplane separates `c k` from the closed hull
     intro hk
     have hclosed : IsClosed (convexHull ℝ (c '' {i | i ≠ k})) :=
-      (Set.toFinite (c '' {i | i ≠ k})).isClosed_convexHull
+      (Set.toFinite (c '' {i | i ≠ k})).isClosed_convexHull ℝ
     obtain ⟨f, u, hfk, hfu⟩ :=
       geometric_hahn_banach_point_closed (convex_convexHull ℝ _) hclosed hk
```
